# Averaged same-twist gaps are never below the sampled fundamental gap

## Two gaps from one set of twists

A quantum Monte Carlo calculation of a crystal in a periodic cell is often repeated at several twists, that is, at several choices of the phase that the wave function acquires when one electron is carried across the cell. Suppose that each twist yields a valence level and a conduction level. Their difference is a vertical gap, and averaging it over the twists looks like the natural counterpart of averaging the total energy.

The fundamental gap, however, is set by the lowest conduction level and the highest valence level, which may lie at different twists. How does the average compare with it?

## Levels, weights and the inequality

Label the twists by $i$ in a finite nonempty set. Let $v_i$ and $c_i$ be the valence and conduction levels and $w_i>0$ the weights, with $\sum_i w_i=1$. Write $v_{\min},v_{\max},c_{\min},c_{\max}$ for the band edges on the sampled twists, and define

$$G_{\rm avg}=\sum_i w_i(c_i-v_i),\qquad G_{\rm fund}=c_{\min}-v_{\max}.$$

Then $G_{\rm avg}\ge G_{\rm fund}$, with equality exactly when both bands are constant on the set. With a single twist the two gaps coincide.

In the Lean file the twist set is a finite nonempty type `ι`, and `w`, `v`, `c` are real functions on it. `bandBottom` and `bandTop` are the minimum and maximum over the set, and `averagedGap` and `fundamentalGap` are the two gaps above. The main theorem, `fundamentalGap_le_averagedGap`, assumes positive weights (`hpos`) that sum to one (`hw`).

Nothing requires $c_i\ge v_i$. When the bands overlap in energy, $G_{\rm fund}$ is negative: it then measures the overlap, whereas the physical fundamental gap of a metal is zero. The levels are given numbers without statistical noise or finite-size error, and the band edges are those of the sample, not of the whole Brillouin zone.

For electronic-structure practice this means that, with such given levels on a finite twist set, quoting the averaged vertical gap as the sampled fundamental gap introduces an upward bias whenever either band varies over that set.

## The overestimate as a mean distance from the band edges

Since the weights sum to one, $G_{\rm fund}=\sum_i w_i(c_{\min}-v_{\max})$. Subtracting this from the average gives

$$G_{\rm avg}-G_{\rm fund}=\sum_i w_i\big[(c_i-c_{\min})+(v_{\max}-v_i)\big].$$

Both distances in the bracket are nonnegative, so the inequality follows. If the sum vanishes, each of its nonnegative terms vanishes. As $w_i>0$, the bracket is zero, hence $c_i=c_{\min}$ and $v_i=v_{\max}$ at every twist. Conversely, constant bands make every bracket zero.

Positivity matters for the equality case: a twist of zero weight could hold a conduction level above $c_{\min}$ or a valence level below $v_{\max}$ without changing either gap.

## Bounds from single twists and from bandwidths

Now let the weights be merely nonnegative, still summing to one. Split the sum into its conduction and valence parts and keep one term of each, at any twists $i$ and $j$:

$$w_i(c_i-c_{\min})+w_j(v_{\max}-v_j)\le G_{\rm avg}-G_{\rm fund}.$$

For an upper bound, let $W_c=c_{\max}-c_{\min}$ and $W_v=v_{\max}-v_{\min}$ be the sampled bandwidths. Choose $a$ with $c_a=c_{\min}$ and $b$ with $v_b=v_{\max}$. Twist $a$ adds nothing to the conduction part, and every other distance there is at most $W_c$; the valence part behaves likewise at $b$. If every weight is at least $m\ge0$, then

$$G_{\rm avg}-G_{\rm fund}\le(1-w_a)W_c+(1-w_b)W_v\le(1-m)(W_c+W_v).$$

For $N$ equally weighted twists the factor is $1-1/N$.

## Parallel bands and a hidden semimetal

If $c_i=v_i+g$ at every twist, each vertical gap is $g$, and so is the average. But $c_{\min}=v_{\min}+g$, so $G_{\rm fund}=g-W_v$: the average does not register the dispersion at all.

Take two twists of weight $1/2$ with $v=(0,2)$ and $c=(1,3)$. Then $G_{\rm avg}=1$, while $G_{\rm fund}=1-2=-1$. The average suggests an insulator although the sampled bands overlap. The overestimate is 2, which equals the upper bound $(1-\tfrac12)(2+2)$.

## The smallest vertical gap

The same argument compares the average with the smallest vertical gap. Put $d_i=c_i-v_i$ and let $d_{\min}$ be its minimum. Then

$$G_{\rm avg}-d_{\min}=\sum_i w_i(d_i-d_{\min})\ge0,$$

and for positive weights equality holds exactly when the vertical gap is the same at every twist. This is the main theorem applied to a valence band that is identically zero and a conduction band $d$.

## The Lean file

```lean
import Mathlib

open Finset

namespace TwistAveragedGap

noncomputable section

/-- The twist-averaged vertical gap: the weighted sum of the differences between conduction
level `c i` and valence level `v i` at the same twist. -/
def averagedGap {ι : Type*} [Fintype ι] (w v c : ι → ℝ) : ℝ :=
  ∑ i, w i * (c i - v i)

variable {ι : Type*} [Fintype ι] [Nonempty ι]

/-- The lowest level of a band on the sampled twists. -/
def bandBottom (f : ι → ℝ) : ℝ := univ.inf' univ_nonempty f

/-- The highest level of a band on the sampled twists. -/
def bandTop (f : ι → ℝ) : ℝ := univ.sup' univ_nonempty f

/-- The sampled fundamental gap: conduction-band bottom minus valence-band top, where the two
may lie at different twists. -/
def fundamentalGap (v c : ι → ℝ) : ℝ := bandBottom c - bandTop v

/-- The band bottom lies at or below the level at every twist, and some twist attains it. -/
theorem bandBottom_spec (f : ι → ℝ) :
    (∀ i, bandBottom f ≤ f i) ∧ ∃ a, f a = bandBottom f := by
  refine ⟨fun i => Finset.inf'_le f (mem_univ i), ?_⟩
  obtain ⟨a, _, ha⟩ := Finset.exists_mem_eq_inf' (univ_nonempty (α := ι)) f
  exact ⟨a, ha.symm⟩

/-- The band top lies at or above the level at every twist, and some twist attains it. -/
theorem bandTop_spec (f : ι → ℝ) :
    (∀ i, f i ≤ bandTop f) ∧ ∃ a, f a = bandTop f := by
  refine ⟨fun i => Finset.le_sup' f (mem_univ i), ?_⟩
  obtain ⟨a, _, ha⟩ := Finset.exists_mem_eq_sup' (univ_nonempty (α := ι)) f
  exact ⟨a, ha.symm⟩

/-- For weights summing to one, the averaged gap exceeds the fundamental gap by the weighted
mean distance of the conduction levels from their bottom and of the valence levels from
their top. -/
theorem overestimate_eq (w v c : ι → ℝ) (hw : ∑ i, w i = 1) :
    averagedGap w v c - fundamentalGap v c =
      ∑ i, w i * ((c i - bandBottom c) + (bandTop v - v i)) := by
  have h : ∑ i, w i * ((c i - bandBottom c) + (bandTop v - v i)) =
      ∑ i, w i * (c i - v i) - (∑ i, w i) * (bandBottom c - bandTop v) := by
    rw [Finset.sum_mul, ← Finset.sum_sub_distrib]
    exact Finset.sum_congr rfl (fun i _ => by ring)
  rw [h, hw, one_mul]
  rfl

/-- Averaging vertical gaps overestimates the sampled fundamental gap: for positive weights
summing to one the averaged gap is at least the fundamental gap, with equality exactly when
both bands are constant on the twist set. -/
theorem fundamentalGap_le_averagedGap (w v c : ι → ℝ) (hpos : ∀ i, 0 < w i)
    (hw : ∑ i, w i = 1) :
    fundamentalGap v c ≤ averagedGap w v c ∧
      (averagedGap w v c = fundamentalGap v c ↔
        (∀ i j, c i = c j) ∧ (∀ i j, v i = v j)) := by
  have hex := overestimate_eq w v c hw
  -- every twist contributes a nonnegative amount to the overestimate
  have hterm : ∀ i ∈ (univ : Finset ι),
      0 ≤ w i * ((c i - bandBottom c) + (bandTop v - v i)) := fun i _ =>
    mul_nonneg (hpos i).le (by linarith [(bandBottom_spec c).1 i, (bandTop_spec v).1 i])
  refine ⟨by linarith [Finset.sum_nonneg hterm], ?_, ?_⟩
  · intro h
    have hs : ∑ i, w i * ((c i - bandBottom c) + (bandTop v - v i)) = 0 := by linarith
    have hz := (Finset.sum_eq_zero_iff_of_nonneg hterm).mp hs
    -- a vanishing sum pins each level to its band edge
    have hi : ∀ i, c i = bandBottom c ∧ v i = bandTop v := by
      intro i
      have h0 := (mul_eq_zero.mp (hz i (mem_univ i))).resolve_left (hpos i).ne'
      have h1 := (bandBottom_spec c).1 i
      have h2 := (bandTop_spec v).1 i
      constructor <;> linarith
    exact ⟨fun i j => (hi i).1.trans (hi j).1.symm, fun i j => (hi i).2.trans (hi j).2.symm⟩
  · rintro ⟨hc, hv⟩
    obtain ⟨a, ha⟩ := (bandBottom_spec c).2
    obtain ⟨b, hb⟩ := (bandTop_spec v).2
    have hs : ∑ i, w i * ((c i - bandBottom c) + (bandTop v - v i)) = 0 :=
      Finset.sum_eq_zero fun i _ => by
        rw [← ha, ← hb, hc i a, hv i b]
        ring
    linarith

/-- For nonnegative weights summing to one, any two twists `i` and `j` bound the overestimate
from below by the weighted distances of `c i` and `v j` from their band edges. -/
theorem le_overestimate (w v c : ι → ℝ) (hnn : ∀ i, 0 ≤ w i) (hw : ∑ i, w i = 1) (i j : ι) :
    w i * (c i - bandBottom c) + w j * (bandTop v - v j) ≤
      averagedGap w v c - fundamentalGap v c := by
  rw [overestimate_eq w v c hw]
  simp only [mul_add, Finset.sum_add_distrib]
  exact add_le_add
    (Finset.single_le_sum (f := fun k => w k * (c k - bandBottom c))
      (fun k _ => mul_nonneg (hnn k) (sub_nonneg.mpr ((bandBottom_spec c).1 k))) (mem_univ i))
    (Finset.single_le_sum (f := fun k => w k * (bandTop v - v k))
      (fun k _ => mul_nonneg (hnn k) (sub_nonneg.mpr ((bandTop_spec v).1 k))) (mem_univ j))

/-- If the weights sum to one and each is at least `m ≥ 0`, the overestimate is at most
`1 - m` times the sum of the two sampled bandwidths. -/
theorem overestimate_le (w v c : ι → ℝ) (m : ℝ) (hm : 0 ≤ m) (hmw : ∀ i, m ≤ w i)
    (hw : ∑ i, w i = 1) :
    averagedGap w v c - fundamentalGap v c ≤
      (1 - m) * ((bandTop c - bandBottom c) + (bandTop v - bandBottom v)) := by
  obtain ⟨a, ha⟩ := (bandBottom_spec c).2
  obtain ⟨b, hb⟩ := (bandTop_spec v).2
  -- apply the lower bound with the bands exchanged, at the twists attaining the two band edges
  have h := le_overestimate w c v (fun i => hm.trans (hmw i)) hw b a
  have hneg : averagedGap w c v = -averagedGap w v c := by
    unfold averagedGap
    rw [← Finset.sum_neg_distrib]
    exact Finset.sum_congr rfl (fun i _ => by ring)
  rw [hneg, ha, hb] at h
  unfold fundamentalGap at h ⊢
  have hc : 0 ≤ bandTop c - bandBottom c := by
    linarith [(bandTop_spec c).1 a]
  have hv : 0 ≤ bandTop v - bandBottom v := by
    linarith [(bandBottom_spec v).1 b]
  have h1 := mul_le_mul_of_nonneg_right (hmw a) hc
  have h2 := mul_le_mul_of_nonneg_right (hmw b) hv
  linarith

/-- For parallel bands separated by `g` and weights summing to one, the averaged gap is `g`,
while the fundamental gap is `g` minus the sampled bandwidth. -/
theorem parallel_bands (w v : ι → ℝ) (g : ℝ) (hw : ∑ i, w i = 1) :
    averagedGap w v (fun i => v i + g) = g ∧
      fundamentalGap v (fun i => v i + g) = g - (bandTop v - bandBottom v) := by
  constructor
  · unfold averagedGap
    simp only [add_sub_cancel_left, ← Finset.sum_mul, hw, one_mul]
  · obtain ⟨a, ha⟩ := (bandBottom_spec v).2
    obtain ⟨b, hb⟩ : ∃ b, v b + g = bandBottom (fun i => v i + g) :=
      (bandBottom_spec (fun i => v i + g)).2
    have h1 : bandBottom (fun i => v i + g) ≤ v a + g :=
      (bandBottom_spec (fun i => v i + g)).1 a
    have h2 := (bandBottom_spec v).1 b
    unfold fundamentalGap
    linarith

/-- Two equally weighted twists with valence levels 0, 2 and conduction levels 1, 3 have
averaged gap 1 but fundamental gap -1. -/
theorem semimetal_with_positive_averagedGap :
    averagedGap (fun _ : Fin 2 => (1 / 2 : ℝ)) ![0, 2] ![1, 3] = 1 ∧
      fundamentalGap (![0, 2] : Fin 2 → ℝ) ![1, 3] = -1 := by
  constructor
  · norm_num [averagedGap, Fin.sum_univ_two]
  · have h1 : bandBottom (![1, 3] : Fin 2 → ℝ) ≤ 1 := (bandBottom_spec ![1, 3]).1 0
    have h2 : (2 : ℝ) ≤ bandTop (![0, 2] : Fin 2 → ℝ) := (bandTop_spec ![0, 2]).1 1
    have h3 : (1 : ℝ) ≤ bandBottom (![1, 3] : Fin 2 → ℝ) := by
      unfold bandBottom
      rw [Finset.le_inf'_iff]
      intro i _
      fin_cases i <;> norm_num
    have h4 : bandTop (![0, 2] : Fin 2 → ℝ) ≤ 2 := by
      unfold bandTop
      rw [Finset.sup'_le_iff]
      intro i _
      fin_cases i <;> norm_num
    unfold fundamentalGap
    linarith

end

end TwistAveragedGap
```

```lean
#print axioms TwistAveragedGap.fundamentalGap_le_averagedGap
-- 'TwistAveragedGap.fundamentalGap_le_averagedGap' depends on axioms: [propext, Classical.choice, Quot.sound]
#print axioms TwistAveragedGap.overestimate_le
-- 'TwistAveragedGap.overestimate_le' depends on axioms: [propext, Classical.choice, Quot.sound]
#print axioms TwistAveragedGap.parallel_bands
-- 'TwistAveragedGap.parallel_bands' depends on axioms: [propext, Classical.choice, Quot.sound]
#print axioms TwistAveragedGap.semimetal_with_positive_averagedGap
-- 'TwistAveragedGap.semimetal_with_positive_averagedGap' depends on axioms: [propext, Classical.choice, Quot.sound]
```

## From the identity to the Lean proofs

`bandBottom_spec` and `bandTop_spec` state the two properties of a band edge used throughout: it bounds every level, and some twist attains it.

`overestimate_eq` is the identity for the overestimate. Its proof expands the right-hand side, factors out $\sum_i w_i$ and replaces it by one. No sign condition on the weights is needed there.

In the main theorem, `hterm` records that each summand is nonnegative, and `Finset.sum_nonneg` gives the inequality. For the equality case, `Finset.sum_eq_zero_iff_of_nonneg` turns a vanishing sum into vanishing terms. `mul_eq_zero` with the positive weight removes the factor $w_i$, and `linarith` separates the two nonnegative distances. In the converse direction, twists attaining the edges are chosen and constancy makes each term zero.

`le_overestimate` splits the sum and applies `Finset.single_le_sum` to each part. `overestimate_le` then reuses this lower bound with the two bands exchanged. The exchange reverses the sign of the averaged gap (`hneg`), so a lower bound becomes an upper one. Evaluated at the twists $b$ and $a$, it yields the terms $w_bW_v$ and $w_aW_c$ that are subtracted from $W_c+W_v$. Since both bandwidths are nonnegative, `hmw` then allows both weights to be replaced by $m$.

In `parallel_bands` the average follows by simplification, and the shifted band bottom is fixed by comparing the twists at which the original and shifted bands reach their minima. `semimetal_with_positive_averagedGap` computes the two-term average directly and pins each relevant band edge between matching upper and lower bounds.
